# A normalised N-fermion state with total occupation N in N orthonormal orbitals is their Slater determinant up to a phase

Put two fermions in three orthonormal orbitals $e_0,e_1,e_2$. With $D_{ij}=(e_i\otimes e_j-e_j\otimes e_i)/\sqrt2$, every normalised state is
$$\psi=\alpha D_{01}+\beta D_{02}+\gamma D_{12},\qquad |\alpha|^2+|\beta|^2+|\gamma|^2=1.$$
The occupations of $e_0$ and $e_1$ are $|\alpha|^2+|\beta|^2$ and $|\alpha|^2+|\gamma|^2$, with sum $1+|\alpha|^2$. If the sum is 2, then $|\alpha|=1$ and $\beta=\gamma=0$: no particle is left to occupy $e_2$, and only one determinant remains. The same happens for $N$ particles and any orthonormal orbitals $u_0,\dots,u_{N-1}$ in a finite basis.

In Lean 4 with Mathlib:

```lean
import Mathlib

open Matrix Function ComplexConjugate

namespace FullyOccupiedOrbitals

noncomputable section

variable {N : ℕ} {X : Type*} [Fintype X]
```

## States, orbitals and occupations

A configuration $x$ assigns to each particle $k$ a label $x_k$ from the finite set `X`, and $\psi(x)$ is its amplitude. The inner product is a plain sum, so the labels stand for orthonormal spin orbitals. For electrons in continuous space, the formal theorems cover wavefunctions that are linear combinations of products of these finitely many spin orbitals.

```lean
/-- The inner product of two `N`-particle wavefunctions over the one-particle basis `X`. -/
def braket (φ ψ : (Fin N → X) → ℂ) : ℂ := ∑ x, conj (φ x) * ψ x
```

Exchanging two particles changes the sign of a fermionic state.

```lean
/-- The wavefunction changes sign when any two particles are exchanged. -/
def IsAntisymmetric (ψ : (Fin N → X) → ℂ) : Prop :=
  ∀ i j, i ≠ j → ∀ x, ψ (x ∘ Equiv.swap i j) = -ψ x
```

The orbitals satisfy $\langle u_i,u_j\rangle=\delta_{ij}$.

```lean
/-- The `N` orbitals are orthonormal. -/
def IsOrthonormal (u : Fin N → X → ℂ) : Prop :=
  ∀ i j, ∑ a, conj (u i a) * u j a = if i = j then 1 else 0
```

A matrix $A$ acts on particle $k$ by $(A_k\psi)(x)=\sum_a A(x_k,a)\,\psi(x_0,\dots,a,\dots,x_{N-1})$, with $a$ in place $k$; `update x k a` makes that replacement.

```lean
/-- The one-particle operator `A` acting on particle `k`. -/
def onParticle (A : Matrix X X ℂ) (k : Fin N) (ψ : (Fin N → X) → ℂ) : (Fin N → X) → ℂ :=
  fun x => ∑ a, A (x k) a * ψ (update x k a)
```

For $P=|f\rangle\langle f|$, the occupation of $f$ is $\sum_k\langle\psi,P_k\psi\rangle$, which for normalised $f$ and $\psi$ is the expectation value of the orbital's number operator.

```lean
/-- The one-particle operator `|f⟩⟨f|`. -/
def ketbra (f : X → ℂ) : Matrix X X ℂ := Matrix.of fun a b => f a * conj (f b)

/-- The total occupation of the orbital `f`: the sum over particles `k` of `⟨ψ, P_k ψ⟩`,
with `P_k` the operator `|f⟩⟨f|` on particle `k`. -/
def occupation (f : X → ℂ) (ψ : (Fin N → X) → ℂ) : ℂ :=
  ∑ k, braket ψ (onParticle (ketbra f) k ψ)
```

Let $Q=\sum_i|u_i\rangle\langle u_i|$, and let the Slater determinant be $\det(u_i(x_j))/\sqrt{N!}$, with orbitals as rows and particles as columns.

```lean
/-- The sum of `|u_i⟩⟨u_i|` over the orbitals. -/
def spanProj (u : Fin N → X → ℂ) : Matrix X X ℂ := ∑ i, ketbra (u i)

/-- The Slater determinant `det (u_i(x_j)) / √N!`. -/
def slater (u : Fin N → X → ℂ) : (Fin N → X) → ℂ :=
  fun x => ((√(N.factorial : ℝ) : ℝ) : ℂ)⁻¹ * (Matrix.of fun i j => u i (x j)).det
```

## The weight outside the orbitals

Swapping $x_k$ with a summed coordinate $a$ only relabels a double sum. This gives $\langle A_k\varphi,\psi\rangle=\langle\varphi,A_k^\dagger\psi\rangle$.

```lean
/-- In a sum over all configurations and one extra coordinate, the extra coordinate may be
exchanged with that of particle `k`. -/
theorem sum_exchange (k : Fin N) (F : (Fin N → X) → X → ℂ) :
    ∑ x, ∑ a, F x a = ∑ x, ∑ a, F (update x k a) (x k) := by
  have h : Involutive (fun p : (Fin N → X) × X => (update p.1 k p.2, p.1 k)) := by
    rintro ⟨x, a⟩
    simp
  have e := Equiv.sum_comp h.toPerm (fun p => F p.1 p.2)
  rw [Fintype.sum_prod_type, Fintype.sum_prod_type] at e
  exact e.symm

/-- The adjoint of `A` acting on particle `k` is `Aᴴ` acting on particle `k`. -/
theorem braket_onParticle (A : Matrix X X ℂ) (k : Fin N) (φ ψ : (Fin N → X) → ℂ) :
    braket (onParticle A k φ) ψ = braket φ (onParticle Aᴴ k ψ) := by
  simp only [braket, onParticle, map_sum, map_mul, Finset.sum_mul, Finset.mul_sum]
  rw [sum_exchange k]
  refine Finset.sum_congr rfl fun x _ => Finset.sum_congr rfl fun a _ => ?_
  simp only [update_self, update_idem, update_eq_self, conjTranspose_apply, starRingEnd_apply]
  ring
```

Carrying out the sums also gives $A_kB_k=(AB)_k$.

```lean
/-- Operators acting in turn on the same particle compose as matrices. -/
theorem onParticle_mul (A B : Matrix X X ℂ) (k : Fin N) (ψ : (Fin N → X) → ℂ) :
    onParticle A k (onParticle B k ψ) = onParticle (A * B) k ψ := by
  funext x
  simp only [onParticle, update_self, update_idem, Matrix.mul_apply, Finset.mul_sum,
    Finset.sum_mul]
  rw [Finset.sum_comm]
  exact Finset.sum_congr rfl fun b _ => Finset.sum_congr rfl fun a _ => by ring
```

Each $|u_i\rangle\langle u_i|$ is Hermitian, so $Q^\dagger=Q$. Orthonormality gives $|u_i\rangle\langle u_i|u_j\rangle\langle u_j|=\delta_{ij}|u_i\rangle\langle u_i|$, hence $Q^2=Q$.

```lean
/-- For orthonormal orbitals, the sum of `|u_i⟩⟨u_i|` is a Hermitian projector. -/
theorem spanProj_projector {u : Fin N → X → ℂ} (hu : IsOrthonormal u) :
    (spanProj u)ᴴ = spanProj u ∧ spanProj u * spanProj u = spanProj u := by
  constructor
  · ext a b
    simp [spanProj, ketbra, Matrix.sum_apply, mul_comm]
  · have key : ∀ i j, ketbra (u i) * ketbra (u j) = if i = j then ketbra (u i) else 0 := by
      intro i j
      ext a b
      have e : ∑ c, ketbra (u i) a c * ketbra (u j) c b
          = u i a * (∑ c, conj (u i c) * u j c) * conj (u j b) := by
        rw [Finset.mul_sum, Finset.sum_mul]
        refine Finset.sum_congr rfl fun c _ => ?_
        simp only [ketbra, of_apply]
        ring
      rw [Matrix.mul_apply, e, hu i j]
      split_ifs with h
      · subst h
        simp [ketbra]
      · simp
    simp only [spanProj, Finset.sum_mul_sum, key, Finset.sum_ite_eq, Finset.mem_univ, if_true]
```

Therefore $\langle Q_k\psi,\psi\rangle$ and $\langle Q_k\psi,Q_k\psi\rangle$ both equal $\langle\psi,Q_k\psi\rangle$, and expanding the square leaves
$$\|\psi-Q_k\psi\|^2=\langle\psi,\psi\rangle-\langle\psi,Q_k\psi\rangle.$$

```lean
/-- For orthonormal orbitals, the squared norm of the part of `ψ` with particle `k` outside
their span is `⟨ψ, ψ⟩ - ⟨ψ, Q_k ψ⟩`, where `Q_k` projects particle `k` onto the span. -/
theorem leakage {u : Fin N → X → ℂ} (hu : IsOrthonormal u) (k : Fin N)
    (ψ : (Fin N → X) → ℂ) :
    braket (ψ - onParticle (spanProj u) k ψ) (ψ - onParticle (spanProj u) k ψ)
      = braket ψ ψ - braket ψ (onParticle (spanProj u) k ψ) := by
  obtain ⟨hH, hQ⟩ := spanProj_projector hu
  have h1 := braket_onParticle (spanProj u) k ψ ψ
  have h2 := braket_onParticle (spanProj u) k ψ (onParticle (spanProj u) k ψ)
  rw [hH] at h1
  rw [hH, onParticle_mul, hQ] at h2
  have h3 : ∀ φ : (Fin N → X) → ℂ, braket (ψ - φ) (ψ - φ)
      = braket ψ ψ - braket ψ φ - braket φ ψ + braket φ φ := by
    intro φ
    simp only [braket, ← Finset.sum_sub_distrib, ← Finset.sum_add_distrib]
    refine Finset.sum_congr rfl fun x _ => ?_
    simp only [Pi.sub_apply, map_sub]
    ring
  rw [h3, h1, h2]
  ring
```

For $\psi=0.8\,D_{01}+0.6\,D_{02}$ and the orbitals $e_0,e_1$, the occupations are $1$ and $0.64$. Each particle has weight $0.18$ outside the span, and indeed $2\cdot0.18=2-1.64$.

For any normalised $\psi$, summing over particles gives
$$\sum_k\|\psi-Q_k\psi\|^2=N-\sum_i n_i,$$
where $n_i$ is the occupation of $u_i$. If the total occupation is $N$, the right-hand side is zero. The terms on the left are nonnegative, so each vanishes and $Q_k\psi=\psi$. In the code, `hs` reorders the occupation sum and `hz` is the vanishing total.

```lean
/-- If `N` orthonormal orbitals have total occupation `N` in a normalised `N`-particle state,
then projecting any particle onto their span leaves the state unchanged. -/
theorem particles_in_span {u : Fin N → X → ℂ} (hu : IsOrthonormal u)
    {ψ : (Fin N → X) → ℂ} (hn : braket ψ ψ = 1) (hN : ∑ i, occupation (u i) ψ = N)
    (k : Fin N) : onParticle (spanProj u) k ψ = ψ := by
  have hs : ∑ i, occupation (u i) ψ = ∑ k, braket ψ (onParticle (spanProj u) k ψ) := by
    simp only [occupation]
    rw [Finset.sum_comm]
    refine Finset.sum_congr rfl fun k _ => ?_
    simp only [braket, onParticle, spanProj, Matrix.sum_apply, Finset.sum_mul, Finset.mul_sum]
    rw [Finset.sum_comm]
    exact Finset.sum_congr rfl fun x _ => Finset.sum_comm
  have hb : ∀ φ : (Fin N → X) → ℂ, ((∑ x, ‖φ x‖ ^ 2 : ℝ) : ℂ) = braket φ φ := by
    intro φ
    simp only [braket, Complex.conj_mul', Complex.ofReal_sum, Complex.ofReal_pow]
  -- the leakages are nonnegative and add up to zero
  have hz : ∑ k, ∑ x, ‖(ψ - onParticle (spanProj u) k ψ) x‖ ^ 2 = 0 := by
    apply Complex.ofReal_eq_zero.mp
    rw [Complex.ofReal_sum, Finset.sum_congr rfl fun k _ => (hb _).trans (leakage hu k ψ),
      Finset.sum_sub_distrib, ← hs, hN, hn]
    simp
  have hk := (Finset.sum_eq_zero_iff_of_nonneg
    (fun k _ => Finset.sum_nonneg fun x _ => sq_nonneg _)).mp hz k (Finset.mem_univ k)
  funext x
  have hx := (Finset.sum_eq_zero_iff_of_nonneg (fun x _ => sq_nonneg _)).mp hk x
    (Finset.mem_univ x)
  have h0 : ψ x - onParticle (spanProj u) k ψ x = 0 :=
    norm_eq_zero.mp (pow_eq_zero_iff two_ne_zero |>.mp hx)
  exact (sub_eq_zero.mp h0).symm
```

## From the span to one determinant

Antisymmetry has not been used yet, and without it the conclusion fails: the bosonic state $(e_0\otimes e_1+e_1\otimes e_0)/\sqrt2$ has both occupations equal to 1, but is no multiple of $D_{01}$.

In this section $A$ is no longer a matrix but the form $A(v_0,\dots,v_{N-1})=\sum_y\psi(y)\prod_k v_k(y_k)$. If two arguments are equal, exchanging their coordinates gives $A=-A$, so $A=0$ (`alt`). Since $Q_k\psi=\psi$, each $v_k$ may be replaced by $b\mapsto\sum_a v_k(a)Q(a,b)$: `hrep` does this for one argument, and `hall` for all by induction.

Now take $v_k=\delta_{x_k}$, for which $A=\psi(x)$ (`hdelta`). The replaced arguments are $\sum_i u_i(x_k)\overline{u_i}$, so multilinearity and alternation give
$$\psi(x)=A(\overline{u_0},\dots,\overline{u_{N-1}})\,\det(u_i(x_k)).$$
The factor multiplying the Slater determinant is thus $c=\sqrt{N!}\,A(\overline{u_0},\dots,\overline{u_{N-1}})$. Mathlib's `eq_smul_basis_det` supplies the determinant step.

```lean
/-- An antisymmetric state left unchanged by `∑ |u_i⟩⟨u_i|` on each particle is a multiple of
the Slater determinant of the `N` orbitals `u_i`. -/
theorem eq_smul_slater {u : Fin N → X → ℂ} {ψ : (Fin N → X) → ℂ} (ha : IsAntisymmetric ψ)
    (h : ∀ k, onParticle (spanProj u) k ψ = ψ) : ∃ c : ℂ, ψ = c • slater u := by
  classical
  -- the state as an alternating form on one-particle functions
  obtain ⟨T, hT⟩ : ∃ T : MultilinearMap ℂ (fun _ : Fin N => X → ℂ) ℂ,
      ∀ v, T v = ∑ y, ψ y * ∏ k, v k (y k) :=
    ⟨∑ y, ψ y • (MultilinearMap.mkPiAlgebra ℂ (Fin N) ℂ).compLinearMap
      (fun k => (LinearMap.proj (y k) : (X → ℂ) →ₗ[ℂ] ℂ)),
      fun v => by simp [_root_.sum_apply]⟩
  have alt : ∀ (v : Fin N → X → ℂ) (i j : Fin N), v i = v j → i ≠ j → T v = 0 := by
    intro v i j hv hij
    have hsw : ∀ k, v (Equiv.swap i j k) = v k := by
      intro k
      rcases eq_or_ne k i with rfl | h1
      · simp [hv]
      rcases eq_or_ne k j with rfl | h2
      · simp [hv]
      rw [Equiv.swap_apply_of_ne_of_ne h1 h2]
    have inv : Involutive (fun y : Fin N → X => y ∘ Equiv.swap i j) := fun y => by
      funext k
      simp
    have e : ∑ y, ψ y * ∏ k, v k (y k) = -∑ y, ψ y * ∏ k, v k (y k) := by
      refine (Equiv.sum_comp inv.toPerm _).symm.trans ?_
      rw [← Finset.sum_neg_distrib]
      refine Finset.sum_congr rfl fun y _ => ?_
      change ψ (y ∘ Equiv.swap i j) * ∏ k, v k (y (Equiv.swap i j k)) = _
      have p : ∏ k, v k (y (Equiv.swap i j k)) = ∏ k, v k (y k) :=
        calc ∏ k, v k (y (Equiv.swap i j k))
            = ∏ k, v (Equiv.swap i j k) (y (Equiv.swap i j k)) := by simp only [hsw]
          _ = _ := Equiv.prod_comp (Equiv.swap i j) (fun k => v k (y k))
      rw [p, ha i j hij]
      ring
    rw [hT]
    linear_combination (1 / 2) * e
  obtain ⟨A, hA⟩ : ∃ A : (X → ℂ) [⋀^Fin N]→ₗ[ℂ] ℂ, ∀ v, A v = ∑ y, ψ y * ∏ k, v k (y k) :=
    ⟨{ T with map_eq_zero_of_eq' := alt }, hT⟩
  -- one argument may be multiplied from the right by `spanProj u`, hence all of them
  have hrep : ∀ (v : Fin N → X → ℂ) (k : Fin N),
      A (update v k fun b => ∑ a, v k a * spanProj u a b) = A v := by
    intro v k
    have e1 : ∀ (x : Fin N → X) (a : X), ∏ j, v j (update x k a j)
        = v k a * ∏ j ∈ Finset.univ.erase k, v j (x j) := by
      intro x a
      rw [← Finset.mul_prod_erase Finset.univ _ (Finset.mem_univ k), update_self]
      congr 1
      exact Finset.prod_congr rfl fun j hj => by rw [update_of_ne (Finset.ne_of_mem_erase hj)]
    have e2 : ∀ (w : X → ℂ) (x : Fin N → X), ∏ j, update v k w j (x j)
        = w (x k) * ∏ j ∈ Finset.univ.erase k, v j (x j) := by
      intro w x
      rw [← Finset.mul_prod_erase Finset.univ _ (Finset.mem_univ k), update_self]
      congr 1
      exact Finset.prod_congr rfl fun j hj => by rw [update_of_ne (Finset.ne_of_mem_erase hj)]
    symm
    calc A v = ∑ x, ∑ a, spanProj u (x k) a * ψ (update x k a) * ∏ j, v j (x j) := by
          rw [hA]
          refine Finset.sum_congr rfl fun x _ => ?_
          rw [← Finset.sum_mul]
          exact congrArg (· * ∏ j, v j (x j)) (congrFun (h k) x).symm
      _ = _ := by
          rw [sum_exchange k, hA]
          refine Finset.sum_congr rfl fun x _ => ?_
          simp only [e2, Finset.sum_mul, Finset.mul_sum]
          refine Finset.sum_congr rfl fun a _ => ?_
          simp only [e1, update_self, update_idem, update_eq_self]
          ring
  have hall : ∀ v : Fin N → X → ℂ, A (fun k b => ∑ a, v k a * spanProj u a b) = A v := by
    intro v
    let W : Fin N → X → ℂ := fun k b => ∑ a, v k a * spanProj u a b
    have ind : ∀ s : Finset (Fin N), A (s.piecewise W v) = A v := by
      intro s
      induction s using Finset.induction_on with
      | empty => simp
      | insert k s hk ih =>
        have hk' : s.piecewise W v k = v k := by simp [hk]
        have e := hrep (s.piecewise W v) k
        simp only [hk'] at e
        rw [Finset.piecewise_insert]
        exact e.trans ih
    have e := ind Finset.univ
    rwa [Finset.piecewise_univ] at e
  have hdelta : ∀ x, A (fun k b => if b = x k then 1 else 0) = ψ x := by
    intro x
    rw [hA, Finset.sum_eq_single x]
    · simp
    · intro y _ hy
      obtain ⟨k, hk⟩ := Function.ne_iff.mp hy
      have e : ∏ k, (if y k = x k then (1 : ℂ) else 0) = 0 :=
        Finset.prod_eq_zero (Finset.mem_univ k) (if_neg hk)
      rw [e, mul_zero]
    · simp
  -- an alternating `N`-form on an `N`-dimensional space is a multiple of the determinant
  let g : (Fin N → ℂ) →ₗ[ℂ] (X → ℂ) := (Matrix.of fun b i => conj (u i b)).mulVecLin
  have hdet := (A.compLinearMap g).eq_smul_basis_det (Pi.basisFun ℂ (Fin N))
  have hr : ((√(N.factorial : ℝ) : ℝ) : ℂ) ≠ 0 :=
    Complex.ofReal_ne_zero.mpr (Real.sqrt_pos.mpr (by positivity)).ne'
  refine ⟨A.compLinearMap g (Pi.basisFun ℂ (Fin N)) * ((√(N.factorial : ℝ) : ℝ) : ℂ), ?_⟩
  funext x
  have e1 : ψ x = A.compLinearMap g (fun k i => u i (x k)) := by
    rw [← hdelta x, ← hall]
    change A _ = A (fun k => g (fun i => u i (x k)))
    congr 1
    funext k b
    simp [g, spanProj, ketbra, Matrix.sum_apply, Matrix.mulVec, dotProduct, mul_comm]
  have e2 : (Pi.basisFun ℂ (Fin N)).det (fun k i => u i (x k))
      = (Matrix.of fun i j => u i (x j)).det := by
    rw [Module.Basis.det_apply]
    congr 1
  have e3 := congrArg (fun f => f (fun k i => u i (x k))) hdet
  simp only [AlternatingMap.smul_apply, smul_eq_mul, e2] at e3
  rw [e1, e3, Pi.smul_apply, smul_eq_mul, slater, mul_assoc, mul_inv_cancel_left₀ hr]
```

## The factor is a phase

Expand both determinants in $\langle\mathrm{Slater},\mathrm{Slater}\rangle$ over permutations $\sigma,\tau$. The sum over $x$ factorises into $\prod_j\delta_{\sigma(j)\tau(j)}=\delta_{\sigma\tau}$. The $N!$ surviving terms each have sign $+1$ and cancel the prefactor $1/N!$.

```lean
/-- The Slater determinant of orthonormal orbitals is normalised. -/
theorem slater_norm {u : Fin N → X → ℂ} (hu : IsOrthonormal u) :
    braket (slater u) (slater u) = 1 := by
  have key : ∀ σ τ : Equiv.Perm (Fin N),
      ∑ x : Fin N → X, (∏ j, conj (u (σ j) (x j))) * ∏ j, u (τ j) (x j)
        = if σ = τ then 1 else 0 := by
    intro σ τ
    have e := Finset.prod_univ_sum (fun _ : Fin N => (Finset.univ : Finset X))
      (fun j a => conj (u (σ j) a) * u (τ j) a)
    rw [Fintype.piFinset_univ] at e
    simp only [← Finset.prod_mul_distrib]
    rw [← e]
    simp only [hu _ _]
    split_ifs with h
    · simp [h]
    · obtain ⟨k, hk⟩ : ∃ k, σ k ≠ τ k := by
        by_contra hc
        exact h (Equiv.ext fun k => by_contra fun hk => hc ⟨k, hk⟩)
      exact Finset.prod_eq_zero (Finset.mem_univ k) (if_neg hk)
  have hs : ∀ σ : Equiv.Perm (Fin N),
      ((Equiv.Perm.sign σ : ℤ) : ℂ) * ((Equiv.Perm.sign σ : ℤ) : ℂ) = 1 := by
    intro σ
    rcases Int.units_eq_one_or (Equiv.Perm.sign σ) with h | h <;> simp [h]
  have hD : ∑ x : Fin N → X, conj (Matrix.of fun i j => u i (x j)).det
      * (Matrix.of fun i j => u i (x j)).det = (N.factorial : ℂ) := by
    calc _ = ∑ σ : Equiv.Perm (Fin N), ∑ τ : Equiv.Perm (Fin N),
          ((Equiv.Perm.sign σ : ℤ) : ℂ) * ((Equiv.Perm.sign τ : ℤ) : ℂ) *
          ∑ x : Fin N → X, (∏ j, conj (u (σ j) (x j))) * ∏ j, u (τ j) (x j) := by
          simp only [Matrix.det_apply', of_apply, map_sum, map_mul, map_prod, map_intCast,
            Finset.sum_mul_sum]
          rw [Finset.sum_comm]
          refine Finset.sum_congr rfl fun σ _ => ?_
          rw [Finset.sum_comm]
          refine Finset.sum_congr rfl fun τ _ => ?_
          rw [Finset.mul_sum]
          exact Finset.sum_congr rfl fun x _ => by ring
      _ = _ := by
          simp only [key, mul_ite, mul_one, mul_zero, Finset.sum_ite_eq, Finset.mem_univ,
            if_true, hs]
          simp [Fintype.card_perm]
  have hr : ((√(N.factorial : ℝ) : ℝ) : ℂ) ≠ 0 :=
    Complex.ofReal_ne_zero.mpr (Real.sqrt_pos.mpr (by positivity)).ne'
  have hrr : ((√(N.factorial : ℝ) : ℝ) : ℂ) * ((√(N.factorial : ℝ) : ℝ) : ℂ)
      = (N.factorial : ℂ) := by
    rw [← Complex.ofReal_mul, Real.mul_self_sqrt (by positivity), Complex.ofReal_natCast]
  calc braket (slater u) (slater u)
      = ((√(N.factorial : ℝ) : ℝ) : ℂ)⁻¹ * ((√(N.factorial : ℝ) : ℝ) : ℂ)⁻¹
        * (N.factorial : ℂ) := by
        rw [← hD, Finset.mul_sum]
        refine Finset.sum_congr rfl fun x _ => ?_
        simp only [slater, map_mul, map_inv₀, Complex.conj_ofReal]
        ring
    _ = 1 := by
        rw [← hrr]
        field_simp
```

Hence $1=\langle\psi,\psi\rangle=|c|^2$. In words, the theorem says that if $u$ is orthonormal, $\psi$ is antisymmetric and normalised, and the occupations add up to $N$, then $\psi=c\cdot\mathrm{Slater}(u)$ with $|c|=1$.

```lean
/-- If `N` orthonormal orbitals have total occupation `N` in a normalised antisymmetric
`N`-particle state, the state is their Slater determinant up to a phase. -/
theorem slater_of_total_occupation {u : Fin N → X → ℂ} (hu : IsOrthonormal u)
    {ψ : (Fin N → X) → ℂ} (ha : IsAntisymmetric ψ) (hn : braket ψ ψ = 1)
    (hN : ∑ i, occupation (u i) ψ = N) : ∃ c : ℂ, ‖c‖ = 1 ∧ ψ = c • slater u := by
  obtain ⟨c, hc⟩ := eq_smul_slater ha (particles_in_span hu hn hN)
  refine ⟨c, ?_, hc⟩
  -- both states are normalised, so the factor has modulus one
  have e : braket (c • slater u) (c • slater u)
      = conj c * c * braket (slater u) (slater u) := by
    simp only [braket, Finset.mul_sum, Pi.smul_apply, smul_eq_mul, map_mul]
    exact Finset.sum_congr rfl fun x _ => by ring
  rw [← hc, hn, slater_norm hu, mul_one, Complex.conj_mul'] at e
  have e' : ‖c‖ ^ 2 = 1 := by exact_mod_cast e.symm
  nlinarith [norm_nonneg c]
```

If every occupation is 1, the sum is $N$. In electronic structure, $N$ natural spin orbitals with occupation exactly one therefore identify an $N$-electron state in a finite basis as a single determinant; the theorem gives no error bound for occupations merely close to one.

```lean
/-- If each of `N` orthonormal orbitals has occupation one in a normalised antisymmetric
`N`-particle state, the state is their Slater determinant up to a phase. -/
theorem slater_of_unit_occupations {u : Fin N → X → ℂ} (hu : IsOrthonormal u)
    {ψ : (Fin N → X) → ℂ} (ha : IsAntisymmetric ψ) (hn : braket ψ ψ = 1)
    (h1 : ∀ i, occupation (u i) ψ = 1) : ∃ c : ℂ, ‖c‖ = 1 ∧ ψ = c • slater u :=
  slater_of_total_occupation hu ha hn (by simp [h1])

end

end FullyOccupiedOrbitals
```

```lean
#print axioms FullyOccupiedOrbitals.slater_of_total_occupation
-- 'FullyOccupiedOrbitals.slater_of_total_occupation' depends on axioms: [propext, Classical.choice, Quot.sound]
#print axioms FullyOccupiedOrbitals.slater_of_unit_occupations
-- 'FullyOccupiedOrbitals.slater_of_unit_occupations' depends on axioms: [propext, Classical.choice, Quot.sound]
```
